# From zero amplitude, the undamped two-configuration doubles iteration converges to the ground state for $0<K\le\sqrt3\,D$

Two electrons occupy a reference configuration of energy zero, coupled by a real matrix element $K>0$ to a doubly excited configuration of energy $2D>0$. The coupled-cluster doubles equation for this model is exact, but it is quadratic and is often solved by iteration. When does the iteration find the ground state? The update studied here divides by the full energy difference $2D$. Codes usually divide by orbital-energy differences instead, and the range of convergence can then be different.

## From the eigenvalue problem to a two-cycle

The unnormalised state $(1,t)$, where $t$ is the doubles amplitude, is an eigenvector with energy $E$ when $Kt=E$ and $K+2Dt=Et$. Eliminating $E$ gives

$$t=f(t),\qquad f(t)=\frac{K(t^2-1)}{2D},$$

with roots $t_\pm=(D\pm\sqrt{D^2+K^2})/K$. The ground state belongs to $t_-<0$, with energy $Kt_-=D-\sqrt{D^2+K^2}$; its normalised form is $(1,t_-)/\sqrt{1+t_-^2}$.

Iterate $t_0=0$, $t_{n+1}=f(t_n)$, and let $K\le 2D$. For $x\le y\le0$,

$$f(x)-f(y)=\frac{K}{2D}(y-x)(-(x+y))\ge0,$$

so $f$ reverses order there. Since $f(-1)=0$ and $f(0)=-K/(2D)\ge-1$, all iterates stay in $[-1,0]$. Two updates preserve order, and $t_2\le t_0$, so the even iterates decrease to a limit $p$. By continuity the odd ones tend to $q=f(p)$, and $f(q)=p$. Subtracting $2Dp=K(q^2-1)$ from $2Dq=K(p^2-1)$ gives

$$(p-q)\,[K(p+q)+2D]=0.$$

If the bracket vanishes, inserting $Kq=-2D-Kp$ into $2DKq=K^2p^2-K^2$ yields

$$(Kp+D)^2=K^2-3D^2.$$

For $K^2<3D^2$ this is impossible; for $K^2=3D^2$ it gives $Kp=Kq=-D$. Either way $p=q$, a nonpositive root, hence $t_-$.

For $3D^2<K^2\le4D^2$, set $r=\sqrt{K^2-3D^2}$, so $0<r\le D$. Now let $p=(-D+r)/K$ and $q=(-D-r)/K$. Then
$$K^2(p^2-1)=(D-r)^2-K^2=-2D^2-2Dr=2DKq,$$
so $f(p)=q$; changing the sign of $r$ gives $f(q)=p$. Here $q<p\le0$. Starting from $t_0\ge p$, order reversal gives $t_{2n+1}\le q$ and $t_{2n+2}\ge p$ at every stage. A limit would have to be both at least $p$ and at most $q$.

The slope $f'(t_-)=Kt_-/D$ equals $-1$ at $K^2=3D^2$. Reading this as divergence would be wrong: the linear test is inconclusive there, and the iteration still converges. For small $K/D$, $t_-\approx-K/(2D)$, which is the first iterate and also the first-order amplitude when the coupling $K$ is the perturbation.

## The model and its roots in Lean

```lean
import Mathlib

open Filter Topology Matrix

namespace CoupledClusterDoublesIteration

noncomputable section
```

The matrix below is the Hamiltonian, with real parameters.

```lean
/-- Hamiltonian of two electrons in the basis of the reference and the doubly excited
configuration, with excitation energy `2 D` and coupling `K`. -/
def hamiltonian (D K : ℝ) : Matrix (Fin 2) (Fin 2) ℝ := !![0, K; K, 2 * D]
```

The function $f$ is `ccdStep D K`, and $t_n$ is `ccdIterate D K n`. The update has no damping or extrapolation.

```lean
/-- One update of the doubles amplitude, for `D ≠ 0`. -/
def ccdStep (D K t : ℝ) : ℝ := K * (t ^ 2 - 1) / (2 * D)

/-- The doubles amplitude after `n` updates, starting from zero, for `D ≠ 0`. -/
def ccdIterate (D K : ℝ) : ℕ → ℝ
  | 0 => 0
  | n + 1 => ccdStep D K (ccdIterate D K n)
```

The names `lowerRoot` and `upperRoot` stand for $t_-$ and $t_+$.

```lean
/-- The amplitude `(D - √(D² + K²)) / K`, for `K ≠ 0`. -/
def lowerRoot (D K : ℝ) : ℝ := (D - √(D ^ 2 + K ^ 2)) / K

/-- The amplitude `(D + √(D² + K²)) / K`, for `K ≠ 0`. -/
def upperRoot (D K : ℝ) : ℝ := (D + √(D ^ 2 + K ^ 2)) / K
```

The next theorem ties the update to the physics: `*ᵥ` applies the Hamiltonian to `![1, t]`. The proof reads off the two components and eliminates $E$.

```lean
/-- For `D ≠ 0`, the state with reference coefficient 1 and doubles amplitude `t` is an
eigenvector with energy `E` exactly when `E = K t` and `t` is unchanged by the update. -/
theorem eigenvector_iff {D : ℝ} (hD : D ≠ 0) (K t E : ℝ) :
    hamiltonian D K *ᵥ ![1, t] = E • ![1, t] ↔ E = K * t ∧ ccdStep D K t = t := by
  have key : hamiltonian D K *ᵥ ![1, t] = E • ![1, t] ↔
      (K * t = E ∧ K + 2 * D * t = E * t) := by
    rw [funext_iff, Fin.forall_fin_two]
    simp [hamiltonian, Matrix.mulVec, dotProduct, Fin.sum_univ_two]
  rw [key, ccdStep, div_eq_iff (mul_ne_zero two_ne_zero hD)]
  constructor
  · rintro ⟨h0, h1⟩
    exact ⟨h0.symm, by linear_combination t * h0 - h1⟩
  · rintro ⟨h0, h1⟩
    exact ⟨h0.symm, by linear_combination -t * h0 - h1⟩
```

To find the roots, the proof multiplies out the denominators and factorises the quadratic.

```lean
/-- For nonzero `D` and `K`, the doubles equation has exactly the solutions
`(D ± √(D² + K²)) / K`. -/
theorem fixed_iff {D K : ℝ} (hD : D ≠ 0) (hK : K ≠ 0) (t : ℝ) :
    ccdStep D K t = t ↔ t = lowerRoot D K ∨ t = upperRoot D K := by
  have hs : √(D ^ 2 + K ^ 2) ^ 2 = D ^ 2 + K ^ 2 := Real.sq_sqrt (by positivity)
  unfold ccdStep lowerRoot upperRoot
  rw [div_eq_iff (mul_ne_zero two_ne_zero hD), eq_div_iff hK, eq_div_iff hK]
  generalize √(D ^ 2 + K ^ 2) = s at hs ⊢
  constructor
  · intro h
    have h2 : (t * K - (D - s)) * (t * K - (D + s)) = 0 := by
      linear_combination K * h - hs
    rcases mul_eq_zero.mp h2 with h3 | h3
    · exact Or.inl (by linarith)
    · exact Or.inr (by linarith)
  · rintro (h | h) <;> apply mul_left_cancel₀ hK
    · linear_combination (t * K - D - s) * h + hs
    · linear_combination (t * K - D + s) * h + hs
```

## Order reversal and convergence

These two lemmas supply the order reversal and, by induction, the interval $[-1,0]$.

```lean
/-- For positive `D` and `K`, the update reverses the order of nonpositive amplitudes. -/
theorem ccdStep_anti {D K x y : ℝ} (hD : 0 < D) (hK : 0 < K) (hxy : x ≤ y) (hy : y ≤ 0) :
    ccdStep D K y ≤ ccdStep D K x := by
  have h : 0 ≤ K / (2 * D) * ((y - x) * (-(x + y))) :=
    mul_nonneg (by positivity) (mul_nonneg (by linarith) (by linarith))
  have e : K / (2 * D) * ((y - x) * (-(x + y))) = ccdStep D K x - ccdStep D K y := by
    unfold ccdStep
    ring
  linarith

/-- For `0 < K ≤ 2 D`, all iterates lie between -1 and 0. -/
theorem iterate_bounds {D K : ℝ} (hD : 0 < D) (hK : 0 < K) (h : K ≤ 2 * D) (n : ℕ) :
    -1 ≤ ccdIterate D K n ∧ ccdIterate D K n ≤ 0 := by
  induction n with
  | zero => simp [ccdIterate]
  | succ n ih =>
    have h0 : -1 ≤ ccdStep D K 0 := by
      unfold ccdStep
      rw [le_div_iff₀ (by positivity)]
      linarith
    have h1 : ccdStep D K (-1) = 0 := by simp [ccdStep]
    have h2 := ccdStep_anti hD hK ih.2 le_rfl
    have h3 := ccdStep_anti hD hK ih.1 ih.2
    change -1 ≤ ccdStep D K (ccdIterate D K n) ∧ ccdStep D K (ccdIterate D K n) ≤ 0
    exact ⟨by linarith, by linarith⟩
```

`Tendsto … atTop (𝓝 L)` means $t_n\to L$. In the proof, `hanti` is the decrease of the even iterates, `hpp` says $f(f(p))=p$, and `hfix` excludes distinct limits. The last lines join the even and odd subsequences. The hypothesis $K^2\le3D^2$ already implies $K\le2D$.

```lean
/-- For positive `D` and `K` with `K² ≤ 3 D²`, the iterates converge to
`(D - √(D² + K²)) / K`. -/
theorem iterate_tendsto {D K : ℝ} (hD : 0 < D) (hK : 0 < K) (h : K ^ 2 ≤ 3 * D ^ 2) :
    Tendsto (ccdIterate D K) atTop (𝓝 (lowerRoot D K)) := by
  have hb := iterate_bounds hD hK (by nlinarith : K ≤ 2 * D)
  have ho : ∀ n, ccdIterate D K (2 * n + 1) = ccdStep D K (ccdIterate D K (2 * n)) :=
    fun _ => rfl
  have he : ∀ n, ccdIterate D K (2 * (n + 1)) = ccdStep D K (ccdIterate D K (2 * n + 1)) :=
    fun _ => rfl
  -- the even iterates decrease, hence converge
  have hanti : Antitone (fun n => ccdIterate D K (2 * n)) := by
    apply antitone_nat_of_succ_le
    intro n
    induction n with
    | zero => exact (hb _).2
    | succ n ih =>
      have h1 := ccdStep_anti hD hK ih (hb _).2
      rw [← ho, ← ho] at h1
      have h2 := ccdStep_anti hD hK h1 (hb _).2
      rw [← he, ← he] at h2
      exact h2
  obtain ⟨p, hp⟩ : ∃ p, Tendsto (fun n => ccdIterate D K (2 * n)) atTop (𝓝 p) :=
    ⟨_, tendsto_atTop_ciInf hanti ⟨-1, by rintro _ ⟨n, rfl⟩; exact (hb _).1⟩⟩
  have hc : Continuous (ccdStep D K) := by
    change Continuous fun t => K * (t ^ 2 - 1) / (2 * D)
    fun_prop
  have hq : Tendsto (fun n => ccdIterate D K (2 * n + 1)) atTop (𝓝 (ccdStep D K p)) :=
    (hc.tendsto p).comp hp
  have hpp : ccdStep D K (ccdStep D K p) = p :=
    tendsto_nhds_unique ((hc.tendsto _).comp hq) (hp.comp (tendsto_add_atTop_nat 1))
  -- the even and the odd limit coincide
  have hfix : ccdStep D K p = p := by
    obtain ⟨q, h1⟩ : ∃ q, ccdStep D K p = q := ⟨_, rfl⟩
    rw [h1] at hpp ⊢
    unfold ccdStep at h1 hpp
    rw [div_eq_iff (by positivity)] at h1 hpp
    have h2 : (p - q) * (K * (p + q) + 2 * D) = 0 := by linear_combination h1 - hpp
    rcases mul_eq_zero.mp h2 with h3 | h3
    · linarith
    · have h4 : (K * p + D) ^ 2 = K ^ 2 - 3 * D ^ 2 := by
        linear_combination K * h1 + 2 * D * h3
      have h5 : (K * p + D) ^ 2 = 0 := le_antisymm (by linarith) (sq_nonneg _)
      have h6 : K * p + D = 0 := (pow_eq_zero_iff two_ne_zero).mp h5
      exact mul_left_cancel₀ hK.ne' (by linear_combination h3 - 2 * h6)
  have hp0 : p ≤ 0 := le_of_tendsto' hp fun n => (hb _).2
  have hpl : p = lowerRoot D K := by
    rcases (fixed_iff hD.ne' hK.ne' p).mp hfix with h1 | h1
    · exact h1
    · have : 0 < upperRoot D K := by unfold upperRoot; positivity
      linarith
  rw [hfix] at hq
  rw [← hpl, Metric.tendsto_atTop]
  intro ε hε
  obtain ⟨M, hM⟩ := Metric.tendsto_atTop.mp hp ε hε
  obtain ⟨N, hN⟩ := Metric.tendsto_atTop.mp hq ε hε
  refine ⟨2 * M + 2 * N + 1, fun n hn => ?_⟩
  obtain ⟨k, hk | hk⟩ := Nat.even_or_odd' n
  · rw [hk]; exact hM k (by omega)
  · rw [hk]; exact hN k (by omega)
```

## Oscillation beyond the threshold

The proof constructs $p$ and $q$ from $r$, then `heven` and `hodd` keep the subsequences apart.

```lean
/-- For positive `D` and `K` with `3 D² < K²` and `K ≤ 2 D`, the iterates have no limit. -/
theorem iterate_no_limit {D K : ℝ} (hD : 0 < D) (hK : 0 < K) (h : 3 * D ^ 2 < K ^ 2)
    (h2 : K ≤ 2 * D) (L : ℝ) : ¬ Tendsto (ccdIterate D K) atTop (𝓝 L) := by
  have hr : √(K ^ 2 - 3 * D ^ 2) ^ 2 = K ^ 2 - 3 * D ^ 2 := Real.sq_sqrt (by linarith)
  have hr0 : 0 < √(K ^ 2 - 3 * D ^ 2) := Real.sqrt_pos.mpr (by linarith)
  have hrD : √(K ^ 2 - 3 * D ^ 2) ≤ D := Real.sqrt_le_iff.mpr ⟨hD.le, by nlinarith⟩
  generalize √(K ^ 2 - 3 * D ^ 2) = r at hr hr0 hrD
  -- the two amplitudes p and q are exchanged by the update
  obtain ⟨p, hp⟩ : ∃ p, K * p = -D + r := ⟨(-D + r) / K, by field_simp⟩
  obtain ⟨q, hq⟩ : ∃ q, K * q = -D - r := ⟨(-D - r) / K, by field_simp⟩
  have hp0 : p ≤ 0 := le_of_mul_le_mul_left (by linarith : K * p ≤ K * 0) hK
  have hqp : q < p := lt_of_mul_lt_mul_left (by linarith : K * q < K * p) hK.le
  have hpq : ccdStep D K p = q := by
    unfold ccdStep
    rw [div_eq_iff (by positivity)]
    apply mul_left_cancel₀ hK.ne'
    linear_combination (K * p - D + r) * hp - 2 * D * hq + hr
  have hqp' : ccdStep D K q = p := by
    unfold ccdStep
    rw [div_eq_iff (by positivity)]
    apply mul_left_cancel₀ hK.ne'
    linear_combination (K * q - D - r) * hq - 2 * D * hp + hr
  have hodd : ∀ n, p ≤ ccdIterate D K (2 * n) → ccdIterate D K (2 * n + 1) ≤ q :=
    fun n hn => (ccdStep_anti hD hK hn (iterate_bounds hD hK h2 _).2).trans_eq hpq
  have heven : ∀ n, p ≤ ccdIterate D K (2 * n) := by
    intro n
    induction n with
    | zero => exact hp0
    | succ n ih => exact hqp'.symm.trans_le (ccdStep_anti hD hK (hodd n ih) (by linarith))
  intro hL
  have e0 : StrictMono (fun n : ℕ => 2 * n) := fun i j hij => by
    change 2 * i < 2 * j
    omega
  have e1 : StrictMono (fun n : ℕ => 2 * n + 1) := fun i j hij => by
    change 2 * i + 1 < 2 * j + 1
    omega
  have l0 : p ≤ L := ge_of_tendsto' (hL.comp e0.tendsto_atTop) heven
  have l1 : L ≤ q := le_of_tendsto' (hL.comp e1.tendsto_atTop) fun n => hodd n (heven n)
  linarith
```

Together the two results give the sharp criterion for $0<K\le2D$.

```lean
/-- For `0 < K ≤ 2 D`, the doubles iteration started from zero converges to
`(D - √(D² + K²)) / K` if and only if `K² ≤ 3 D²`. -/
theorem iterate_tendsto_iff {D K : ℝ} (hD : 0 < D) (hK : 0 < K) (h : K ≤ 2 * D) :
    Tendsto (ccdIterate D K) atTop (𝓝 (lowerRoot D K)) ↔ K ^ 2 ≤ 3 * D ^ 2 :=
  ⟨fun hT => not_lt.mp fun hlt => iterate_no_limit hD hK hlt h _ hT, iterate_tendsto hD hK⟩
```

At $K=2D$ the two-cycle is $p=0$, $q=-1$, and the iteration visits exactly these values, although $t_-$ still solves the equation.

```lean
/-- At `K = 2 D` with `D ≠ 0`, the iterates alternate forever between 0 and -1. -/
theorem iterate_alternates {D : ℝ} (hD : D ≠ 0) (n : ℕ) :
    ccdIterate D (2 * D) (2 * n) = 0 ∧ ccdIterate D (2 * D) (2 * n + 1) = -1 := by
  have h0 : ccdStep D (2 * D) 0 = -1 := by
    unfold ccdStep
    rw [div_eq_iff (mul_ne_zero two_ne_zero hD)]
    ring
  have h1 : ccdStep D (2 * D) (-1) = 0 := by simp [ccdStep]
  induction n with
  | zero => exact ⟨rfl, h0⟩
  | succ n ih =>
    have h2 : ccdIterate D (2 * D) (2 * (n + 1)) = 0 :=
      (congrArg (ccdStep D (2 * D)) ih.2).trans h1
    exact ⟨h2, (congrArg (ccdStep D (2 * D)) h2).trans h0⟩
```

Without an upper bound on $K$, the no-limit statement is false. At $K=2\sqrt2\,D$ the iterates are $0,-\sqrt2,\sqrt2,\sqrt2,\dots$, and $\sqrt2=t_+$ belongs to the excited state. This holds in exact arithmetic: the slope there is $f'(t_+)=4$, so a small rounding error grows about fourfold in each update.

```lean
/-- At `K = 2 √2 D` with `D > 0`, every iterate from the second on equals the other
solution `(D + √(D² + K²)) / K`. -/
theorem iterate_hits_upperRoot {D K : ℝ} (hD : 0 < D) (hK : K = 2 * √2 * D) (n : ℕ) :
    ccdIterate D K (n + 2) = upperRoot D K := by
  have hs : √(2 : ℝ) ^ 2 = 2 := Real.sq_sqrt (by norm_num)
  have hK0 : 0 < K := by rw [hK]; positivity
  have hfix : ccdStep D K √2 = √2 := by
    unfold ccdStep
    rw [hK, div_eq_iff (by positivity)]
    linear_combination 2 * √2 * D * hs
  have hup : √2 = upperRoot D K := by
    rcases (fixed_iff hD.ne' hK0.ne' _).mp hfix with h | h
    · have h1 : D < √(D ^ 2 + K ^ 2) := Real.lt_sqrt_of_sq_lt (by nlinarith)
      have h2 : lowerRoot D K < 0 := div_neg_of_neg_of_pos (by linarith) hK0
      have h3 : 0 < √(2 : ℝ) := by positivity
      linarith
    · exact h
  rw [← hup]
  induction n with
  | zero =>
    -- the first update gives -√2, the second √2
    have h1 : ccdStep D K 0 = -√2 := by
      unfold ccdStep
      rw [hK, div_eq_iff (by positivity)]
      ring
    have h2 : ccdStep D K (-√2) = ccdStep D K √2 := by
      unfold ccdStep
      rw [neg_sq]
    change ccdStep D K (ccdStep D K 0) = √2
    rw [h1, h2, hfix]
  | succ n ih => exact (congrArg (ccdStep D K) ih).trans hfix

end

end CoupledClusterDoublesIteration
```

For undamped updates in this two-configuration model, then, failure to converge does not mean that a solution is missing, and convergence in exact arithmetic does not by itself identify the ground state.

```lean
#print axioms CoupledClusterDoublesIteration.eigenvector_iff
#print axioms CoupledClusterDoublesIteration.iterate_tendsto_iff
#print axioms CoupledClusterDoublesIteration.iterate_alternates
#print axioms CoupledClusterDoublesIteration.iterate_hits_upperRoot
```

```
'CoupledClusterDoublesIteration.eigenvector_iff' depends on axioms: [propext, Classical.choice, Quot.sound]
'CoupledClusterDoublesIteration.iterate_tendsto_iff' depends on axioms: [propext, Classical.choice, Quot.sound]
'CoupledClusterDoublesIteration.iterate_alternates' depends on axioms: [propext, Classical.choice, Quot.sound]
'CoupledClusterDoublesIteration.iterate_hits_upperRoot' depends on axioms: [propext, Classical.choice, Quot.sound]
```
